# Half the gap is the convergence radius of the two-level Dirac energy series

The positive energy of a two-level Dirac block can be expanded in powers of the odd coupling \(t\). If \(2d\) is the gap between the two levels at zero coupling, the series converges for \(|t|<d\) and diverges for \(|t|>d\). Beyond \(d\) the next term may still improve a low-order truncation, but the partial sums do not converge. A free particle has half gap \(d=mc^2\) and coupling \(t=cp\), so its expansion in \(p\) converges for \(p<mc\) and diverges for \(p>mc\). Douglas–Kroll–Hess schemes perform the free-particle step in closed form; their later expansion in the external potential is a different series, not treated here.

## The square-root series and its singular couplings

Let \(d>0\) and
\[
H(t)=\begin{pmatrix}d&t\\t&-d\end{pmatrix},\qquad b_k=\prod_{j<k}\frac{1/2-j}{j+1},\qquad e(t)=\sum_{k\ge0}\frac{d\,b_k}{d^{2k}}\,t^{2k}.
\]
The claim is that \(e\) is the only real power series with \(e(0)=d\) and \(e^2=d^2+t^2\), that it converges for \(|t|<d\) and has unbounded terms for \(|t|>d\), and that \(H(t)\) is nonzero and nilpotent exactly at \(t=\pm id\).

**Square.** Write \(a_n\) for the coefficients of \(e\). Since \((k+1)b_{k+1}=(1/2-k)b_k\),
\[
d^2(2k+2)a_{2k+2}+2k\,a_{2k}=(1-2k)a_{2k}+2k\,a_{2k}=a_{2k}.
\]
Odd coefficients vanish, so this says \((d^2+t^2)e'=te\). The defect \(h=e^2-d^2-t^2\) then satisfies
\[
(d^2+t^2)h'=2te^2-2t(d^2+t^2)=2th .
\]
Its coefficients obey \(h_0=0\), \(d^2h_1=0\) and \(d^2(n+2)h_{n+2}=(2-n)h_n\), so all vanish.

**Uniqueness.** If \(f^2=e^2\), then \((f-e)(f+e)=0\). Real power series have no zero divisors, so \(f=\pm e\), and \(f(0)=d>0\) selects the plus sign.

**Convergence.** From \(|1/2-j|\le j+1\) follows \(|b_k|\le1\), so the terms are bounded by \(d(|t|/d)^{2k}\), which is summable for \(|t|<d\). The Cauchy product shows that the sum \(E\) satisfies \(E^2=d^2+t^2\), hence \(\det(H-E)=E^2-d^2-t^2=0\).

**Divergence.** For \(k\ge0\), \(|b_{k+1}|(k+1)^2\ge1/2\). Equality holds at \(k=0\), and
\[
|b_{k+2}|(k+2)^2=|b_{k+1}|(k+\tfrac12)(k+2)\ge|b_{k+1}|(k+1)^2 .
\]
The term of order \(2(k+1)\) is therefore at least \(d(|t|/d)^{2(k+1)}/(2(k+1)^2)\) in modulus, which is unbounded for \(|t|>d\).

**Singular couplings.** A nilpotent \(H\) has \(0=\det H=-(d^2+t^2)\), so \(t=\pm id\). Conversely, \(H^2=(d^2+t^2)\mathbf 1=0\) there, while the entry \(d\) keeps \(H\) nonzero. If \(f(z)^2=d^2+z^2\) near such a point \(t\), then \(f(t)=0\). Differentiability would give \(0=2f(t)f'(t)=2t\ne0\), a contradiction.

## The series and the block in Lean

```lean
import Mathlib

open PowerSeries Filter Topology

namespace DKHBranchPoint

noncomputable section
```

The binomial coefficient \(b_k\) is an explicit product, equal to 1 at \(k=0\).

```lean
/-- The generalized binomial coefficient "one half over `k`", as a product. -/
def binomHalf (k : ℕ) : ℝ := ∏ j ∈ Finset.range k, (1 / 2 - (j : ℝ)) / ((j : ℝ) + 1)
```

The expansion is a formal power series, a sequence of real coefficients with no convergence built in.

```lean
/-- The expansion of the energy in powers of the odd coupling, for half gap `d`. -/
def energySeries (d : ℝ) : PowerSeries ℝ :=
  PowerSeries.mk fun n => if Even n then d * binomHalf (n / 2) / d ^ n else 0
```

The block takes a complex coupling, with the same \(t\) in both off-diagonal places. It is Hermitian only for real \(t\). Putting \(\bar t\) in the lower left would keep it Hermitian everywhere, but its square would be \((d^2+|t|^2)\mathbf 1\): the nilpotent points would disappear, and the energy would no longer be a power series in \(t\) alone.

```lean
/-- The two-level Dirac block with half gap `d` and complex odd coupling `t`. -/
def diracBlock (d : ℝ) (t : ℂ) : Matrix (Fin 2) (Fin 2) ℂ := !![(d : ℂ), t; t, -(d : ℂ)]
```

## From the recursion to the square

The first lemma reads off even and odd coefficients; the second gives the coefficient of order \(n+1\) in \((d^2+t^2)f'\).

```lean
/-- The even orders of the energy series carry the binomial coefficients of the square root,
and the odd orders vanish. -/
theorem coeff_energySeries (d : ℝ) (k : ℕ) :
    coeff (2 * k) (energySeries d) = d * binomHalf k / d ^ (2 * k) ∧
    coeff (2 * k + 1) (energySeries d) = 0 := by
  constructor
  · rw [energySeries, coeff_mk, if_pos (even_two_mul k), Nat.mul_div_cancel_left k (by norm_num)]
  · rw [energySeries, coeff_mk, if_neg]
    rintro ⟨m, hm⟩
    omega

/-- The coefficients of `(d² + t²) f'(t)` at positive orders, in terms of those of `f`. -/
theorem coeff_ode (d : ℝ) (f : PowerSeries ℝ) (n : ℕ) :
    coeff (n + 1) ((C (d ^ 2) + X ^ 2) * derivative ℝ f) =
      d ^ 2 * (coeff (n + 1 + 1) f * ((n : ℝ) + 2)) + n * coeff n f := by
  rw [add_mul, map_add, coeff_C_mul, coeff_derivative, coeff_X_pow_mul']
  cases n with
  | zero =>
    rw [if_neg (by omega)]
    push_cast
    ring
  | succ n =>
    rw [if_pos (by omega), show n + 1 + 1 - 2 = n by omega, coeff_derivative]
    push_cast
    ring
```

Here `hode` is the differential equation for \(e\), `hh` the one for the defect, and `hzero` the induction, which carries two neighbouring coefficients because the recursion steps by two.

```lean
/-- The energy series squares to `d² + t²`. -/
theorem energySeries_sq {d : ℝ} (hd : d ≠ 0) :
    energySeries d ^ 2 = C (d ^ 2) + X ^ 2 := by
  have hz : ∀ f : PowerSeries ℝ,
      coeff 0 ((C (d ^ 2) + X ^ 2) * derivative ℝ f) = d ^ 2 * coeff 1 f := by
    intro f
    rw [add_mul, map_add, coeff_C_mul, coeff_derivative, coeff_X_pow_mul', if_neg (by omega)]
    simp
  -- the binomial recursion is the differential equation (d² + t²) e' = t e
  have hode : (C (d ^ 2) + X ^ 2) * derivative ℝ (energySeries d) = X * energySeries d := by
    ext n
    cases n with
    | zero =>
      have e1 : coeff 1 (energySeries d) = 0 := (coeff_energySeries d 0).2
      rw [hz, e1, coeff_zero_X_mul, mul_zero]
    | succ n =>
      rw [coeff_ode, coeff_succ_X_mul]
      rcases Nat.even_or_odd' n with ⟨k, rfl | rfl⟩
      · have hb : binomHalf (k + 1) = binomHalf k * ((1 / 2 - (k : ℝ)) / ((k : ℝ) + 1)) :=
          Finset.prod_range_succ _ _
        have hk : (k : ℝ) + 1 ≠ 0 := by positivity
        rw [show 2 * k + 1 + 1 = 2 * (k + 1) by ring, (coeff_energySeries d (k + 1)).1,
          (coeff_energySeries d k).1, hb, show d ^ (2 * (k + 1)) = d ^ (2 * k) * d ^ 2 by ring]
        push_cast
        field_simp
        ring
      · rw [show 2 * k + 1 + 1 + 1 = 2 * (k + 1) + 1 by ring, (coeff_energySeries d (k + 1)).2,
          (coeff_energySeries d k).2]
        simp
  have hDP : derivative ℝ (C (d ^ 2) + X ^ 2) = X + X := by
    rw [map_add, derivative_C, pow_two (X : PowerSeries ℝ), Derivation.leibniz, derivative_X]
    simp
  -- the defect e² - (d² + t²) solves a linear equation with zero initial value
  have hh : (C (d ^ 2) + X ^ 2) *
      derivative ℝ (energySeries d * energySeries d - (C (d ^ 2) + X ^ 2)) =
      X * ((energySeries d * energySeries d - (C (d ^ 2) + X ^ 2)) +
        (energySeries d * energySeries d - (C (d ^ 2) + X ^ 2))) := by
    rw [map_sub, hDP, Derivation.leibniz, smul_eq_mul]
    linear_combination 2 * energySeries d * hode
  have e0 : constantCoeff (energySeries d) = d := by
    simpa [binomHalf] using (coeff_energySeries d 0).1
  have h0 : coeff 0 (energySeries d * energySeries d - (C (d ^ 2) + X ^ 2)) = 0 := by
    simp [e0, pow_two]
  rw [pow_two (energySeries d)]
  apply sub_eq_zero.1
  generalize energySeries d * energySeries d - (C (d ^ 2) + X ^ 2) = h at hh h0 ⊢
  have hzero : ∀ n, coeff n h = 0 ∧ coeff (n + 1) h = 0 := by
    intro n
    induction n with
    | zero =>
      have h1 := hz h
      rw [hh, coeff_zero_X_mul] at h1
      exact ⟨h0, (mul_eq_zero.1 h1.symm).resolve_left (pow_ne_zero 2 hd)⟩
    | succ n ih =>
      have h1 := coeff_ode d h n
      rw [hh, coeff_succ_X_mul, map_add, ih.1] at h1
      have h2 : d ^ 2 * ((n : ℝ) + 2) * coeff (n + 1 + 1) h = 0 := by
        linear_combination -h1
      exact ⟨ih.2, (mul_eq_zero.1 h2).resolve_left
        (mul_ne_zero (pow_ne_zero 2 hd) (by positivity))⟩
  ext n
  rw [(hzero n).1, map_zero]
```

## Inside and outside the disc

The bound `hb` supplies the geometric majorant.

```lean
/-- The energy series converges absolutely for complex couplings smaller than the half gap. -/
theorem summable_energySeries {d : ℝ} (hd : 0 < d) {t : ℂ} (ht : ‖t‖ < d) :
    Summable fun n => ‖((coeff n (energySeries d) : ℝ) : ℂ) * t ^ n‖ := by
  have hb : ∀ k, |binomHalf k| ≤ 1 := by
    intro k
    rw [binomHalf, Finset.abs_prod]
    refine Finset.prod_le_one (fun _ _ => abs_nonneg _) (fun j _ => ?_)
    have hj : (0 : ℝ) ≤ j := Nat.cast_nonneg j
    have hj1 : (0 : ℝ) < (j : ℝ) + 1 := by linarith
    rw [abs_le, le_div_iff₀ hj1, div_le_iff₀ hj1]
    constructor <;> linarith
  -- compare with a geometric series of ratio |t| / d
  refine Summable.of_nonneg_of_le (fun n => norm_nonneg _) (fun n => ?_)
    ((summable_geometric_of_lt_one (by positivity) ((div_lt_one hd).2 ht)).mul_left d)
  rw [norm_mul, norm_pow, Complex.norm_real, Real.norm_eq_abs]
  rcases Nat.even_or_odd' n with ⟨k, rfl | rfl⟩
  · rw [(coeff_energySeries d k).1, abs_div, abs_mul, abs_of_pos hd,
      abs_of_pos (pow_pos hd _), div_pow]
    calc d * |binomHalf k| / d ^ (2 * k) * ‖t‖ ^ (2 * k)
        = |binomHalf k| * (d * (‖t‖ ^ (2 * k) / d ^ (2 * k))) := by ring
      _ ≤ d * (‖t‖ ^ (2 * k) / d ^ (2 * k)) := mul_le_of_le_one_left (by positivity) (hb k)
  · rw [(coeff_energySeries d k).2, abs_zero, zero_mul]
    positivity
```

Absolute convergence permits the Cauchy product, whose coefficients are those of \(d^2+t^2\). The sum is thus an eigenvalue of the block. For real \(t\) it is the positive one, a step not formalised here: the sum is real and continuous in \(t\), equals \(d\) at \(t=0\), and never vanishes because its square is at least \(d^2\).

```lean
/-- For couplings smaller than the half gap, the sum of the energy series is a root of the
secular equation of the Dirac block. -/
theorem secular_equation {d : ℝ} (hd : 0 < d) {t : ℂ} (ht : ‖t‖ < d) :
    (diracBlock d t - (∑' n, ((coeff n (energySeries d) : ℝ) : ℂ) * t ^ n) •
      (1 : Matrix (Fin 2) (Fin 2) ℂ)).det = 0 := by
  have hdet : ∀ E : ℂ, E * E = (d : ℂ) ^ 2 + t ^ 2 →
      (diracBlock d t - E • (1 : Matrix (Fin 2) (Fin 2) ℂ)).det = 0 := by
    intro E hE
    rw [Matrix.det_fin_two]
    simp [diracBlock]
    linear_combination hE
  have hs := summable_energySeries hd ht
  have key : ∑' n : ℕ, (((if n = 0 then d ^ 2 else 0) + (if n = 2 then 1 else 0) : ℝ) : ℂ) *
      t ^ n = (d : ℂ) ^ 2 + t ^ 2 := by
    rw [tsum_eq_sum (s := Finset.range 3)]
    · simp [Finset.sum_range_succ]
    · intro n hn
      have h3 : 3 ≤ n := by simpa using hn
      simp [show n ≠ 0 by omega, show n ≠ 2 by omega]
  -- the Cauchy product of the series with itself has only two terms
  refine hdet _ ((tsum_mul_tsum_eq_tsum_sum_antidiagonal_of_summable_norm hs hs).trans
    (Eq.trans (tsum_congr fun n => ?_) key))
  have hn : coeff n (C (d ^ 2) + X ^ 2) =
      (if n = 0 then d ^ 2 else 0) + (if n = 2 then (1 : ℝ) else 0) := by
    rw [map_add, coeff_C, coeff_X_pow]
  rw [← hn, ← energySeries_sq hd.ne', pow_two (energySeries d), coeff_mul,
    Complex.ofReal_sum, Finset.sum_mul]
  refine Finset.sum_congr rfl fun p hp => ?_
  have hp' : p.1 + p.2 = n := by simpa using hp
  rw [← hp', pow_add, Complex.ofReal_mul]
  ring
```

In the next proof `hb` is the inverse-square lower bound. Exponential growth beats it, giving a term above any prescribed `M`.

```lean
/-- For couplings larger than the half gap, the terms of the energy series are unbounded. -/
theorem unbounded_terms {d : ℝ} (hd : 0 < d) {t : ℂ} (ht : d < ‖t‖) (M : ℝ) :
    ∃ n, M < ‖((coeff n (energySeries d) : ℝ) : ℂ) * t ^ n‖ := by
  -- the binomial coefficients decay no faster than an inverse square
  have hb : ∀ k : ℕ, 1 / 2 ≤ |binomHalf (k + 1)| * ((k : ℝ) + 1) ^ 2 := by
    intro k
    induction k with
    | zero => norm_num [binomHalf]
    | succ k ih =>
      have h1 : binomHalf (k + 1 + 1) = binomHalf (k + 1) *
          ((1 / 2 - ((k + 1 : ℕ) : ℝ)) / (((k + 1 : ℕ) : ℝ) + 1)) :=
        Finset.prod_range_succ _ _
      have h2 : (1 / 2 - ((k + 1 : ℕ) : ℝ)) / (((k + 1 : ℕ) : ℝ) + 1) =
          -(((k : ℝ) + 1 / 2) / ((k : ℝ) + 2)) := by
        push_cast
        rw [← neg_div]
        congr 1 <;> ring
      have h3 : (0 : ℝ) < ((k : ℝ) + 1 / 2) / ((k : ℝ) + 2) := by positivity
      have hk : (0 : ℝ) ≤ k := Nat.cast_nonneg k
      rw [h1, abs_mul, h2, abs_neg, abs_of_pos h3]
      push_cast
      rw [show (k : ℝ) + 1 + 1 = k + 2 by ring]
      calc 1 / 2 ≤ |binomHalf (k + 1)| * ((k : ℝ) + 1) ^ 2 := ih
        _ ≤ |binomHalf (k + 1)| * (((k : ℝ) + 1 / 2) * (k + 2)) :=
          mul_le_mul_of_nonneg_left (by nlinarith) (abs_nonneg _)
        _ = |binomHalf (k + 1)| * (((k : ℝ) + 1 / 2) / (k + 2)) * (k + 2) ^ 2 := by
          field_simp
  have hr : 1 < (‖t‖ / d) ^ 2 := by
    have h1 : 1 < ‖t‖ / d := (one_lt_div hd).2 ht
    nlinarith
  have heps : 0 < d / (2 * (|M| + 1)) := by positivity
  obtain ⟨k, hk, hk1⟩ := (((tendsto_pow_const_div_const_pow_of_one_lt 2 hr).eventually_lt_const
    heps).and (eventually_ge_atTop 1)).exists
  obtain ⟨j, rfl⟩ : ∃ j, k = j + 1 := ⟨k - 1, by omega⟩
  have hR : 0 < ((‖t‖ / d) ^ 2) ^ (j + 1) := pow_pos (by linarith) _
  rw [div_lt_div_iff₀ hR (by positivity)] at hk
  push_cast at hk
  refine ⟨2 * (j + 1), ?_⟩
  rw [norm_mul, norm_pow, Complex.norm_real, Real.norm_eq_abs, (coeff_energySeries d (j + 1)).1,
    abs_div, abs_mul, abs_of_pos hd, abs_of_pos (pow_pos hd _)]
  calc M < |M| + 1 := by linarith [le_abs_self M]
    _ ≤ 2 * (|M| + 1) * (|binomHalf (j + 1)| * ((j : ℝ) + 1) ^ 2) := by
      nlinarith [hb j, abs_nonneg M]
    _ = |binomHalf (j + 1)| * (((j : ℝ) + 1) ^ 2 * (2 * (|M| + 1))) := by ring
    _ ≤ |binomHalf (j + 1)| * (d * ((‖t‖ / d) ^ 2) ^ (j + 1)) :=
      mul_le_mul_of_nonneg_left hk.le (abs_nonneg _)
    _ = d * |binomHalf (j + 1)| / d ^ (2 * (j + 1)) * ‖t‖ ^ (2 * (j + 1)) := by
      rw [← pow_mul, div_pow]
      ring
```

## Nilpotency and the missing derivative

The forward direction uses the determinant, the converse the square of the matrix.

```lean
/-- The Dirac block is nonzero and nilpotent exactly at the two imaginary couplings `± i d`. -/
theorem nilpotent_iff {d : ℝ} (hd : 0 < d) (t : ℂ) :
    (IsNilpotent (diracBlock d t) ∧ diracBlock d t ≠ 0) ↔
      (t = d * Complex.I ∨ t = -(d * Complex.I)) := by
  constructor
  · rintro ⟨⟨n, hn⟩, -⟩
    have h1 : IsNilpotent (diracBlock d t).det := ⟨n, by rw [← Matrix.det_pow, hn]; simp⟩
    have h2 := h1.eq_zero
    rw [diracBlock, Matrix.det_fin_two_of] at h2
    have h3 : (t - d * Complex.I) * (t + d * Complex.I) = 0 := by
      linear_combination (-1) * h2 - (d : ℂ) ^ 2 * Complex.I_sq
    rcases mul_eq_zero.1 h3 with h | h
    · exact Or.inl (sub_eq_zero.1 h)
    · exact Or.inr (eq_neg_of_add_eq_zero_left h)
  · intro ht
    have h0 : (d : ℂ) ^ 2 + t ^ 2 = 0 := by
      rcases ht with rfl | rfl <;> linear_combination (d : ℂ) ^ 2 * Complex.I_sq
    have hsq : diracBlock d t * diracBlock d t =
        ((d : ℂ) ^ 2 + t ^ 2) • (1 : Matrix (Fin 2) (Fin 2) ℂ) := by
      ext i j
      fin_cases i <;> fin_cases j <;>
        simp [diracBlock, Matrix.mul_apply, Fin.sum_univ_succ] <;> ring
    refine ⟨⟨2, by rw [pow_two, hsq, h0, zero_smul]⟩, fun h => ?_⟩
    have h1 := congrFun (congrFun h 0) 0
    simp [diracBlock] at h1
    exact hd.ne' h1
```

The function `f` below is arbitrary apart from its square near the point, so no choice of root is differentiable there.

```lean
/-- No function that squares to `d² + z²` near `± i d` is complex differentiable there. -/
theorem no_differentiable_branch {d : ℝ} (hd : 0 < d) {t : ℂ}
    (ht : t = d * Complex.I ∨ t = -(d * Complex.I)) (f : ℂ → ℂ)
    (hf : ∀ᶠ z in 𝓝 t, f z ^ 2 = (d : ℂ) ^ 2 + z ^ 2) : ¬ DifferentiableAt ℂ f t := by
  intro hdiff
  have hq : (d : ℂ) ^ 2 + t ^ 2 = 0 := by
    rcases ht with rfl | rfl <;> linear_combination (d : ℂ) ^ 2 * Complex.I_sq
  have hf0 : f t = 0 := by
    have h := hf.self_of_nhds
    rw [hq] at h
    simpa using h
  -- differentiate both sides of f² = d² + z² at the branch point
  have h1 := hdiff.hasDerivAt.fun_pow 2
  have h2 : HasDerivAt (fun z : ℂ => (d : ℂ) ^ 2 + z ^ 2) (2 * t) t := by
    simpa using (hasDerivAt_pow 2 t).const_add ((d : ℂ) ^ 2)
  have h3 := h1.unique (h2.congr_of_eventuallyEq hf)
  have h4 : 2 * t = 0 := by
    rw [← h3, hf0]
    simp
  have h5 : t = 0 := by simpa using h4
  rw [h5] at hq
  simp at hq
  exact hd.ne' hq
```

## The combined theorem

For every \(d>0\), the four conjuncts state uniqueness, summability, unbounded terms and the location of the nilpotent points. The circle \(|t|=d\) is left open for the series. The proof assembles the earlier lemmas and excludes \(-e\) by its value at zero coupling.

```lean
/-- The energy series is the only real power series with value `d` at zero coupling and square
`d² + t²`; it converges for `|t| < d`, has unbounded terms for `|t| > d`, and the Dirac block is
nonzero and nilpotent exactly at `t = ± i d`. -/
theorem energy_expansion_and_branch_points {d : ℝ} (hd : 0 < d) :
    (∀ e : PowerSeries ℝ, (constantCoeff e = d ∧ e ^ 2 = C (d ^ 2) + X ^ 2) ↔
      e = energySeries d) ∧
    (∀ t : ℂ, ‖t‖ < d → Summable fun n => ((coeff n (energySeries d) : ℝ) : ℂ) * t ^ n) ∧
    (∀ t : ℂ, d < ‖t‖ → ∀ M : ℝ, ∃ n, M < ‖((coeff n (energySeries d) : ℝ) : ℂ) * t ^ n‖) ∧
    (∀ t : ℂ, (IsNilpotent (diracBlock d t) ∧ diracBlock d t ≠ 0) ↔
      (t = d * Complex.I ∨ t = -(d * Complex.I))) := by
  have e0 : constantCoeff (energySeries d) = d := by
    simpa [binomHalf] using (coeff_energySeries d 0).1
  refine ⟨fun e => ⟨?_, ?_⟩, fun t ht => (summable_energySeries hd ht).of_norm,
    fun t ht M => unbounded_terms hd ht M, nilpotent_iff hd⟩
  · rintro ⟨h0, h⟩
    rw [← energySeries_sq hd.ne'] at h
    rcases sq_eq_sq_iff_eq_or_eq_neg.1 h with h | h
    · exact h
    · -- the negative-energy branch has the wrong value at zero coupling
      rw [h, map_neg, e0] at h0
      linarith
  · rintro rfl
    exact ⟨e0, energySeries_sq hd.ne'⟩

end

end DKHBranchPoint
```

```lean
#print axioms DKHBranchPoint.summable_energySeries
#print axioms DKHBranchPoint.secular_equation
#print axioms DKHBranchPoint.no_differentiable_branch
#print axioms DKHBranchPoint.energy_expansion_and_branch_points
```

```
'DKHBranchPoint.summable_energySeries' depends on axioms: [propext, Classical.choice, Quot.sound]
'DKHBranchPoint.secular_equation' depends on axioms: [propext, Classical.choice, Quot.sound]
'DKHBranchPoint.no_differentiable_branch' depends on axioms: [propext, Classical.choice, Quot.sound]
'DKHBranchPoint.energy_expansion_and_branch_points' depends on axioms: [propext, Classical.choice, Quot.sound]
```
